# Mass gap and gap-edge multiplicities of a finite block Dirac matrix

Let $D$ be a complex $n\times k$ matrix, $D^\dagger$ its conjugate transpose, $m$ a real number, and

$$H=\begin{pmatrix} m\,1_k & D^\dagger\\ D & -m\,1_n\end{pmatrix},$$

acting on spinors $\psi=(u,v)$ with $u\in\mathbb C^k$, $v\in\mathbb C^n$. Then $H$ is Hermitian and every eigenvalue $E$ is real with $|E|\ge|m|$. For $m\neq0$,

$$\dim\ker(H-m)-\dim\ker(H+m)=k-n .$$

For $E\neq\pm m$ the levels at $E$ and $-E$ have equal dimension.

## Use in Dirac and two-sublattice codes

A one-particle Dirac operator in the standard representation, with no scalar potential, has this form in a finite orthonormal basis made of $k$ purely upper-component and $n$ purely lower-component functions: $m$ is the rest energy, kept in $H$ and not subtracted from the energy scale, and $D$ the kinetic coupling, which may contain a vector potential. A non-interacting bipartite tight-binding model with $k$ and $n$ sites on its sublattices and one orbital per site, the orbitals orthonormal, also has it, with on-site energies $\pm m$ and hopping matrix $D$. Since $(-|m|,|m|)$ contains no eigenvalue, the set of states filled at zero temperature is the same for every chemical potential in that interval, and a computed eigenvalue well inside it signals an error in assembling or diagonalising the matrix. For $m\neq0$ the multiplicities at $m$ and $-m$ differ by $k-n$ whatever the entries of $D$, so a square $D$ gives no imbalance for any field encoded in it.

## From the coupled equations to the gap and the count

The equation $H\psi=E\psi$, with $E$ complex, splits into

$$D^\dagger v=(E-m)u,\qquad Du=(E+m)v .$$

Put $a=u^\dagger u\ge0$ and $b=v^\dagger v\ge0$. Then $u^\dagger D^\dagger v=(E-m)a$ and $v^\dagger Du=(E+m)b$. The first number is the complex conjugate of the second, so

$$(E-m)\,a=(E^*+m)\,b .$$

The imaginary part gives $\operatorname{Im}E\,(a+b)=0$ and the real part gives $m(a+b)=\operatorname{Re}E\,(a-b)$. For $\psi\neq0$ we have $a+b>0$, so $E$ is real. Since $|a-b|\le a+b$,

$$|m|(a+b)=|\operatorname{Re}E|\,|a-b|\le|E|(a+b),$$

which is the gap. For a normalised spinor, $a+b=1$, the real part reads $m=E(a-b)$.

At $E=m\neq0$ the balance reads $0=2mb$, so $v=0$ and $Du=0$; conversely every $(u,0)$ with $Du=0$ solves both equations. At $E=-m$ it reads $-2ma=0$, so $u=0$ and $D^\dagger v=0$, again with the converse. The two levels therefore have the dimensions of $\ker D$ and $\ker D^\dagger$. With $r$ the common rank of $D$ and $D^\dagger$, these are $k-r$ and $n-r$, and the difference is $k-n$. The bound $|E|\ge|m|$ need not be attained: if $D$ is square and invertible, both levels contain only the zero vector and every eigenvalue has $|E|>|m|$.

For the pairing, set $u'=(E-m)u$ and $v'=-(E+m)v$. Then $D^\dagger v'=-(E+m)(E-m)u=(-E-m)u'$ and $Du'=(E-m)(E+m)v=(-E+m)v'$, the equations at energy $-E$. For $E\neq\pm m$ both factors are nonzero, the map is injective, and $\dim\ker(H-E)\le\dim\ker(H+E)$. The same argument from $-E$ gives the reverse inequality.

## Lean source

```lean
import Mathlib

open Matrix Module ComplexConjugate
open scoped ComplexOrder

namespace MassiveDirac

noncomputable section

variable {k n : Type*} [Fintype k] [Fintype n] [DecidableEq k] [DecidableEq n]

/-- The massive Dirac Hamiltonian `H = [[m, D†], [D, -m]]` acting on spinors `ψ = (u, v)`. -/
def dirac (m : ℝ) (D : Matrix n k ℂ) : Matrix (k ⊕ n) (k ⊕ n) ℂ :=
  fromBlocks ((m : ℂ) • 1) Dᴴ D ((-(m : ℂ)) • 1)

/-- The energy level `ker (H - E)` of a matrix `H` at energy `E`. -/
def level {ι : Type*} [Fintype ι] [DecidableEq ι] (H : Matrix ι ι ℂ) (E : ℂ) :
    Submodule ℂ (ι → ℂ) :=
  LinearMap.ker (H - E • 1).mulVecLin

/-- The map `(u, v) ↦ (a u, b v)` that rescales the two spinor components separately. -/
def rescale (a b : ℂ) : (k ⊕ n → ℂ) →ₗ[ℂ] (k ⊕ n → ℂ) :=
  (diagonal (Sum.elim (fun _ => a) (fun _ => b))).mulVecLin

omit [Fintype k] [Fintype n] in
/-- The massive Dirac Hamiltonian is Hermitian. -/
theorem dirac_isHermitian (m : ℝ) (D : Matrix n k ℂ) : (dirac m D).IsHermitian := by
  simp [dirac, IsHermitian, fromBlocks_conjTranspose]

/-- A spinor `(u, v)` lies in `ker (H - E)` exactly when `D† v = (E - m) u` and
`D u = (E + m) v`. -/
theorem mem_level {m : ℝ} {D : Matrix n k ℂ} {E : ℂ} {ψ : k ⊕ n → ℂ} :
    ψ ∈ level (dirac m D) E ↔
      Dᴴ *ᵥ (ψ ∘ Sum.inr) = (E - m) • (ψ ∘ Sum.inl) ∧
      D *ᵥ (ψ ∘ Sum.inl) = (E + m) • (ψ ∘ Sum.inr) := by
  rw [level, LinearMap.mem_ker, mulVecLin_apply, sub_mulVec, sub_eq_zero, dirac,
    fromBlocks_mulVec]
  simp only [smul_mulVec, one_mulVec]
  constructor
  · intro h
    constructor
    · funext i
      have := congrFun h (Sum.inl i)
      simp only [Sum.elim_inl, Pi.add_apply, Pi.smul_apply, Function.comp_apply,
        smul_eq_mul] at this ⊢
      linear_combination this
    · funext i
      have := congrFun h (Sum.inr i)
      simp only [Sum.elim_inr, Pi.add_apply, Pi.smul_apply, Function.comp_apply,
        smul_eq_mul] at this ⊢
      linear_combination this
  · rintro ⟨h1, h2⟩
    rw [h1, h2]
    funext i
    cases i <;> simp only [Sum.elim_inl, Sum.elim_inr, Pi.add_apply, Pi.smul_apply,
      Function.comp_apply, smul_eq_mul] <;> ring

/-- For a spinor `(u, v)` in `ker (H - E)` the weights of the two components obey
`(E - m) u†u = (E* + m) v†v`. -/
theorem balance {m : ℝ} {D : Matrix n k ℂ} {E : ℂ} {ψ : k ⊕ n → ℂ}
    (h : ψ ∈ level (dirac m D) E) :
    (E - m) * (star (ψ ∘ Sum.inl) ⬝ᵥ (ψ ∘ Sum.inl)) =
      (conj E + m) * (star (ψ ∘ Sum.inr) ⬝ᵥ (ψ ∘ Sum.inr)) := by
  obtain ⟨h1, h2⟩ := mem_level.1 h
  -- `u† D† v` is the complex conjugate of `v† D u`
  have adj : star (ψ ∘ Sum.inl) ⬝ᵥ Dᴴ *ᵥ (ψ ∘ Sum.inr) =
      star (star (ψ ∘ Sum.inr) ⬝ᵥ D *ᵥ (ψ ∘ Sum.inl)) := by
    rw [dotProduct_mulVec, ← star_mulVec]
    exact star_dotProduct _ _
  rw [h1, h2, dotProduct_smul, dotProduct_smul, smul_eq_mul, smul_eq_mul, star_mul',
    ← star_dotProduct] at adj
  rw [adj]
  congr 1
  simp

/-- Mass gap: every eigenvalue `E` of `H` is real and has modulus at least `|m|`. -/
theorem mass_gap {m : ℝ} {D : Matrix n k ℂ} {E : ℂ} {ψ : k ⊕ n → ℂ}
    (h : ψ ∈ level (dirac m D) E) (hψ : ψ ≠ 0) : E.im = 0 ∧ |m| ≤ ‖E‖ := by
  have real : ∀ z : ℂ, 0 ≤ z → ∃ a : ℝ, 0 ≤ a ∧ z = a := fun z hz =>
    ⟨z.re, (Complex.nonneg_iff.1 hz).1, Complex.ext rfl (Complex.nonneg_iff.1 hz).2.symm⟩
  obtain ⟨a, ha0, ha⟩ := real _ (dotProduct_star_self_nonneg (ψ ∘ Sum.inl))
  obtain ⟨b, hb0, hb⟩ := real _ (dotProduct_star_self_nonneg (ψ ∘ Sum.inr))
  -- the total weight of a nonzero spinor is positive
  have hpos : 0 < a + b := by
    by_contra hn
    have ha' : a = 0 := by linarith
    have hb' : b = 0 := by linarith
    rw [ha', Complex.ofReal_zero, dotProduct_star_self_eq_zero] at ha
    rw [hb', Complex.ofReal_zero, dotProduct_star_self_eq_zero] at hb
    apply hψ
    funext i
    cases i with
    | inl i => exact congrFun ha i
    | inr i => exact congrFun hb i
  have hbal := balance h
  rw [ha, hb] at hbal
  have hre := congrArg Complex.re hbal
  have him := congrArg Complex.im hbal
  simp only [Complex.mul_re, Complex.mul_im, Complex.sub_re, Complex.add_re, Complex.sub_im,
    Complex.add_im, Complex.ofReal_re, Complex.ofReal_im, Complex.conj_re, Complex.conj_im,
    mul_zero, sub_zero, add_zero, zero_add] at hre him
  have h1 : E.im * (a + b) = 0 := by linarith
  have h2 : m * (a + b) = E.re * (a - b) := by linarith
  refine ⟨(mul_eq_zero.1 h1).resolve_right hpos.ne', le_of_mul_le_mul_right ?_ hpos⟩
  calc |m| * (a + b) = |m * (a + b)| := by rw [abs_mul, abs_of_pos hpos]
    _ = |E.re| * |a - b| := by rw [h2, abs_mul]
    _ ≤ ‖E‖ * (a + b) := mul_le_mul (Complex.abs_re_le_norm E)
        (abs_le.2 ⟨by linarith, by linarith⟩) (abs_nonneg _) (norm_nonneg _)

/-- For `m ≠ 0` a spinor `(u, v)` lies in `ker (H - m)` exactly when `D u = 0` and `v = 0`. -/
theorem mem_upper_edge {m : ℝ} (hm : m ≠ 0) {D : Matrix n k ℂ} {ψ : k ⊕ n → ℂ} :
    ψ ∈ level (dirac m D) m ↔ D *ᵥ (ψ ∘ Sum.inl) = 0 ∧ ψ ∘ Sum.inr = 0 := by
  constructor
  · intro h
    have hb := balance h
    rw [sub_self, zero_mul, Complex.conj_ofReal] at hb
    have h2 : m + m ≠ 0 := fun h => hm (by linarith)
    have h2m : (m : ℂ) + m ≠ 0 := by exact_mod_cast h2
    have hv : ψ ∘ Sum.inr = 0 :=
      dotProduct_star_self_eq_zero.1 ((mul_eq_zero.1 hb.symm).resolve_left h2m)
    exact ⟨by rw [(mem_level.1 h).2, hv, smul_zero], hv⟩
  · rintro ⟨hu, hv⟩
    exact mem_level.2 ⟨by rw [hv, mulVec_zero, sub_self, zero_smul], by rw [hu, hv, smul_zero]⟩

/-- For `m ≠ 0` a spinor `(u, v)` lies in `ker (H + m)` exactly when `D† v = 0` and `u = 0`. -/
theorem mem_lower_edge {m : ℝ} (hm : m ≠ 0) {D : Matrix n k ℂ} {ψ : k ⊕ n → ℂ} :
    ψ ∈ level (dirac m D) (-m) ↔ Dᴴ *ᵥ (ψ ∘ Sum.inr) = 0 ∧ ψ ∘ Sum.inl = 0 := by
  constructor
  · intro h
    have hb := balance h
    rw [map_neg, Complex.conj_ofReal, neg_add_cancel, zero_mul] at hb
    have h2 : -m - m ≠ 0 := fun h => hm (by linarith)
    have h2m : -(m : ℂ) - m ≠ 0 := by exact_mod_cast h2
    have hu : ψ ∘ Sum.inl = 0 :=
      dotProduct_star_self_eq_zero.1 ((mul_eq_zero.1 hb).resolve_left h2m)
    exact ⟨by rw [(mem_level.1 h).1, hu, smul_zero], hu⟩
  · rintro ⟨hv, hu⟩
    exact mem_level.2
      ⟨by rw [hv, hu, smul_zero], by rw [hu, mulVec_zero, neg_add_cancel, zero_smul]⟩

/-- Two subspaces have equal dimension if a linear map sends the first one-to-one onto the
second. -/
theorem finrank_eq_of_bijOn {V W : Type*} [AddCommGroup V] [AddCommGroup W] [Module ℂ V]
    [Module ℂ W] (f : V →ₗ[ℂ] W) (p : Submodule ℂ V) (q : Submodule ℂ W)
    (maps : ∀ x ∈ p, f x ∈ q) (inj : ∀ x ∈ p, f x = 0 → x = 0)
    (surj : ∀ y ∈ q, ∃ x ∈ p, f x = y) : finrank ℂ p = finrank ℂ q := by
  refine LinearEquiv.finrank_eq (LinearEquiv.ofBijective (f.restrict maps) ⟨?_, fun y => ?_⟩)
  · exact (injective_iff_map_eq_zero _).2 fun x hx =>
      Subtype.ext (inj x x.2 (congrArg Subtype.val hx))
  · obtain ⟨x, hx, h⟩ := surj y y.2
    exact ⟨⟨x, hx⟩, Subtype.ext h⟩

/-- For `m ≠ 0`, `dim ker (H - m) = dim ker D` and `dim ker (H + m) = dim ker D†`. -/
theorem finrank_edges {m : ℝ} (hm : m ≠ 0) (D : Matrix n k ℂ) :
    finrank ℂ (level (dirac m D) m) = finrank ℂ (LinearMap.ker D.mulVecLin) ∧
    finrank ℂ (level (dirac m D) (-m)) = finrank ℂ (LinearMap.ker Dᴴ.mulVecLin) := by
  -- project onto the component that survives at each edge
  constructor
  · refine finrank_eq_of_bijOn (LinearMap.funLeft ℂ ℂ (Sum.inl : k → k ⊕ n)) _ _
      (fun ψ h => LinearMap.mem_ker.2 ((mem_upper_edge hm).1 h).1) (fun ψ h h0 => ?_)
      (fun u hu => ⟨Sum.elim u 0, (mem_upper_edge hm).2 ⟨LinearMap.mem_ker.1 hu, rfl⟩, rfl⟩)
    funext i
    cases i with
    | inl i => exact congrFun h0 i
    | inr i => exact congrFun ((mem_upper_edge hm).1 h).2 i
  · refine finrank_eq_of_bijOn (LinearMap.funLeft ℂ ℂ (Sum.inr : n → k ⊕ n)) _ _
      (fun ψ h => LinearMap.mem_ker.2 ((mem_lower_edge hm).1 h).1) (fun ψ h h0 => ?_)
      (fun v hv => ⟨Sum.elim 0 v, (mem_lower_edge hm).2 ⟨LinearMap.mem_ker.1 hv, rfl⟩, rfl⟩)
    funext i
    cases i with
    | inl i => exact congrFun ((mem_lower_edge hm).1 h).2 i
    | inr i => exact congrFun h0 i

/-- For an `n × k` matrix `D` and `m ≠ 0`, every eigenvalue of `H` has modulus at least `|m|`,
and `dim ker (H - m) - dim ker (H + m) = k - n`. -/
theorem gap_and_index {m : ℝ} (hm : m ≠ 0) (D : Matrix n k ℂ) :
    (∀ E : ℂ, ∀ ψ ∈ level (dirac m D) E, ψ ≠ 0 → |m| ≤ ‖E‖) ∧
    (finrank ℂ (level (dirac m D) m) : ℤ) - finrank ℂ (level (dirac m D) (-m)) =
      (Fintype.card k : ℤ) - Fintype.card n := by
  refine ⟨fun E ψ h hψ => (mass_gap h hψ).2, ?_⟩
  rw [(finrank_edges hm D).1, (finrank_edges hm D).2]
  -- rank-nullity for `D` and `D†`, which have the same rank
  have h1 := LinearMap.finrank_range_add_finrank_ker D.mulVecLin
  have h2 := LinearMap.finrank_range_add_finrank_ker Dᴴ.mulVecLin
  rw [Module.finrank_pi] at h1 h2
  have h3 : finrank ℂ (LinearMap.range Dᴴ.mulVecLin) =
      finrank ℂ (LinearMap.range D.mulVecLin) := rank_conjTranspose D
  omega

/-- For `E ≠ m` and `E ≠ -m`, the levels of `H` at `E` and at `-E` have equal dimension. -/
theorem finrank_level_neg (m : ℝ) (D : Matrix n k ℂ) {E : ℂ} (h1 : E ≠ m) (h2 : E ≠ -m) :
    finrank ℂ (level (dirac m D) E) = finrank ℂ (level (dirac m D) (-E)) := by
  have Sl : ∀ (a b : ℂ) (ψ : k ⊕ n → ℂ), rescale a b ψ ∘ Sum.inl = a • (ψ ∘ Sum.inl) := by
    intro a b ψ; funext i; simp [rescale, mulVec_diagonal]
  have Sr : ∀ (a b : ℂ) (ψ : k ⊕ n → ℂ), rescale a b ψ ∘ Sum.inr = b • (ψ ∘ Sum.inr) := by
    intro a b ψ; funext i; simp [rescale, mulVec_diagonal]
  have le : ∀ F : ℂ, F - m ≠ 0 → -(F + m) ≠ 0 →
      finrank ℂ (level (dirac m D) F) ≤ finrank ℂ (level (dirac m D) (-F)) := by
    intro F ha hb
    -- `(u, v) ↦ ((F - m) u, -(F + m) v)` sends level `F` into level `-F`
    have maps : ∀ ψ ∈ level (dirac m D) F,
        rescale (F - m) (-(F + m)) ψ ∈ level (dirac m D) (-F) := by
      intro ψ h
      obtain ⟨e1, e2⟩ := mem_level.1 h
      rw [mem_level, Sl, Sr, mulVec_smul, mulVec_smul, e1, e2]
      simp only [smul_smul]
      constructor <;> congr 1 <;> ring
    refine LinearMap.finrank_le_finrank_of_injective (f := (rescale _ _).restrict maps)
      ((injective_iff_map_eq_zero _).2 fun x hx => Subtype.ext ?_)
    have h0 : rescale (F - m) (-(F + m)) x.1 = 0 := congrArg Subtype.val hx
    have hu : (F - m) • (x.1 ∘ Sum.inl) = 0 := by rw [← Sl (F - m) (-(F + m)), h0]; rfl
    have hv : (-(F + m)) • (x.1 ∘ Sum.inr) = 0 := by rw [← Sr (F - m) (-(F + m)), h0]; rfl
    funext i
    cases i with
    | inl i => exact congrFun ((smul_eq_zero.1 hu).resolve_left ha) i
    | inr i => exact congrFun ((smul_eq_zero.1 hv).resolve_left hb) i
  refine le_antisymm (le E (sub_ne_zero.2 h1) fun h => h2 (by linear_combination -h)) ?_
  have := le (-E) (fun h => h2 (by linear_combination -h)) fun h => h1 (by linear_combination h)
  rwa [neg_neg] at this

end

end MassiveDirac
```

```lean
#print axioms MassiveDirac.dirac_isHermitian
-- 'MassiveDirac.dirac_isHermitian' depends on axioms: [propext, Classical.choice, Quot.sound]
#print axioms MassiveDirac.mass_gap
-- 'MassiveDirac.mass_gap' depends on axioms: [propext, Classical.choice, Quot.sound]
#print axioms MassiveDirac.gap_and_index
-- 'MassiveDirac.gap_and_index' depends on axioms: [propext, Classical.choice, Quot.sound]
#print axioms MassiveDirac.finrank_level_neg
-- 'MassiveDirac.finrank_level_neg' depends on axioms: [propext, Classical.choice, Quot.sound]
```

## Theorems, conventions and limits

In Lean `k` and `n` are finite index types, and the numbers $k$, $n$ are `Fintype.card k` and `Fintype.card n`. `D : Matrix n k ℂ` maps $\mathbb C^k$ to $\mathbb C^n$, `dirac m D` is $H$, and $u$, $v$ are `ψ ∘ Sum.inl` and `ψ ∘ Sum.inr`. `level H E` is $\ker(H-E)$ for complex `E`, so reality of the spectrum is a conclusion. Either type may be empty: for $k=1$, $n=0$ the matrix is the number $m$ and the count reads $1-0=1$.

`mass_gap` needs only a nonzero `ψ` in the level and holds for every real `m`. `gap_and_index` assumes `m ≠ 0`, repeats the bound, and states the difference of dimensions in `ℤ`. At $m=0$ the two levels coincide and the difference is zero, so the formula would fail for $k\neq n$. The names `mem_upper_edge` and `mem_lower_edge` refer to $E=m$ and $E=-m$; for $m<0$ the first lies lower. `finrank_level_neg` holds for every real `m` under `E ≠ m` and `E ≠ -m`.

The proof follows the derivation. `mem_level` is the split into two equations, checked component by component. In `balance`, `adj` is the conjugation identity. `mass_gap` extracts real $a,b\ge0$, obtains `hpos : 0 < a + b`, reads off the imaginary and real parts as `h1` and `h2`, and closes with the inequality chain in `calc`. `finrank_edges` projects onto the surviving component and applies `finrank_eq_of_bijOn`, which turns a linear bijection between subspaces into equal dimensions. `gap_and_index` combines two rank–nullity identities with `rank_conjTranspose`. In `finrank_level_neg`, `maps` is the computation with $u',v'$ through `rescale`, and `le` is the inequality used in both directions.

The theorems concern exact arithmetic and a matrix of exactly this block form. A scalar potential, a mass that varies over the basis, or a generalised eigenproblem with an overlap matrix is not of this form as written, and no bound is stated for those cases. Rounding can place an edge eigenvalue slightly inside the gap, and counting multiplicities numerically needs a tolerance that the theorems do not supply. The difference of the edge dimensions is fixed by the shape of $D$; the dimensions themselves, $k-r$ and $n-r$, also involve the rank $r$, which the shape determines only when $k$ or $n$ is zero. The number $k-n$ is the index of $D$ as a map between finite-dimensional spaces, and it is set by the two basis sizes alone: it matches the index of a continuum operator that $D$ may approximate only if the sizes happen, or were chosen, to match it, and the theorems say nothing about flux or topology.
